# A crystal's cell and supercell have the same stress when the energy scales with the number of copies

Checking a supercell calculation of a perfect crystal by comparing its stress with that of the primitive cell, with no rescaling, relies on the two stresses being equal. They are equal if the energy is differentiable in the cell vectors and the supercell energy is the cell energy times the number of copies, for every nonsingular shape of the cell.

```lean
import Mathlib

open Matrix Filter Topology

noncomputable section

namespace SupercellStress

variable {n : Type*} [Fintype n] [DecidableEq n]

/-- The integer matrix `M` read as a real matrix. -/
def realMatrix (M : Matrix n n ℤ) : Matrix n n ℝ := (Int.castRingHom ℝ).mapMatrix M

/-- `P` is the gradient of the energy `E` at the cell `h`: the derivative of `E` along every
cell change `A` is `tr (Pᵀ A)`. -/
def HasCellGradient (E : Matrix n n ℝ → ℝ) (P h : Matrix n n ℝ) : Prop :=
  ∀ A : Matrix n n ℝ, HasDerivAt (fun t : ℝ => E (h + t • A)) (Matrix.trace (Pᵀ * A)) 0

/-- `E'` is the energy of the supercell built with `M` from a cell of energy `E`: the supercell
`h M` has `|det M|` times the energy of the cell `h`. -/
def IsSupercellEnergy (M : Matrix n n ℤ) (E E' : Matrix n n ℝ → ℝ) : Prop :=
  ∀ h : Matrix n n ℝ, h.det ≠ 0 → E' (h * realMatrix M) = |(M.det : ℝ)| * E h

/-- The stress `P hᵀ / |det h|` of a cell `h` with energy gradient `P`. -/
def cellStress (P h : Matrix n n ℝ) : Matrix n n ℝ := |h.det|⁻¹ • (P * hᵀ)

/-- The determinant of an integer matrix is the same when it is read as a real matrix. -/
theorem det_realMatrix (M : Matrix n n ℤ) : (realMatrix M).det = (M.det : ℝ) :=
  ((Int.castRingHom ℝ).map_det M).symm

/-- Under a homogeneous strain `ε` of the crystal the energy changes at the rate
`|det h| tr (σᵀ ε)`, where `σ` is the cell stress. -/
theorem hasDerivAt_strain {E : Matrix n n ℝ → ℝ} {P h : Matrix n n ℝ} (hh : h.det ≠ 0)
    (hP : HasCellGradient E P h) (ε : Matrix n n ℝ) :
    HasDerivAt (fun t : ℝ => E ((1 + t • ε) * h))
      (|h.det| * Matrix.trace ((cellStress P h)ᵀ * ε)) 0 := by
  have e : (fun t : ℝ => E ((1 + t • ε) * h)) = fun t : ℝ => E (h + t • (ε * h)) := by
    funext t
    rw [Matrix.add_mul, Matrix.one_mul, Matrix.smul_mul]
  rw [e]
  refine (hP (ε * h)).congr_deriv ?_
  have hd : |h.det| ≠ 0 := abs_ne_zero.mpr hh
  rw [cellStress, Matrix.transpose_smul, Matrix.smul_mul, Matrix.trace_smul, smul_eq_mul,
    mul_inv_cancel_left₀ hd, Matrix.transpose_mul, Matrix.transpose_transpose,
    ← Matrix.mul_assoc, Matrix.trace_mul_comm, Matrix.mul_assoc]

/-- An energy has at most one gradient at a given cell. -/
theorem HasCellGradient.unique {E : Matrix n n ℝ → ℝ} {P Q h : Matrix n n ℝ}
    (hP : HasCellGradient E P h) (hQ : HasCellGradient E Q h) : P = Q := by
  ext i j
  -- change only the entry `i j` of the cell
  have key := (hP (Matrix.of fun a b => if a = i then (if b = j then 1 else 0) else 0)).unique
    (hQ (Matrix.of fun a b => if a = i then (if b = j then 1 else 0) else 0))
  simpa [Matrix.trace, Matrix.mul_apply] using key

/-- If the cell energy has gradient `P` at `h`, the supercell energy has gradient
`|det M| P M⁻ᵀ` at `h M`. -/
theorem HasCellGradient.supercell {E E' : Matrix n n ℝ → ℝ} {M : Matrix n n ℤ}
    {P h : Matrix n n ℝ} (hE : IsSupercellEnergy M E E') (hM : M.det ≠ 0) (hh : h.det ≠ 0)
    (hP : HasCellGradient E P h) :
    HasCellGradient E' (|(M.det : ℝ)| • (P * ((realMatrix M)⁻¹)ᵀ)) (h * realMatrix M) := by
  intro A
  have hu : IsUnit (realMatrix M).det := by
    rw [det_realMatrix]
    exact isUnit_iff_ne_zero.mpr (Int.cast_ne_zero.mpr hM)
  have hc : Continuous fun t : ℝ => (h + t • (A * (realMatrix M)⁻¹)).det :=
    Continuous.matrix_det (continuous_const.add (continuous_id.smul continuous_const))
  -- nearby cells are still nonsingular, so the scaling law may be differentiated
  have hev : ∀ᶠ t : ℝ in 𝓝 0, (h + t • (A * (realMatrix M)⁻¹)).det ≠ 0 :=
    hc.continuousAt.eventually_ne (by simpa using hh)
  have key := (hP (A * (realMatrix M)⁻¹)).const_mul |(M.det : ℝ)|
  refine (key.congr_of_eventuallyEq (hev.mono fun t ht => ?_)).congr_deriv ?_
  · have h1 := hE _ ht
    rw [Matrix.add_mul, Matrix.smul_mul, Matrix.mul_assoc, Matrix.nonsing_inv_mul _ hu,
      Matrix.mul_one] at h1
    exact h1
  · rw [Matrix.transpose_smul, Matrix.smul_mul, Matrix.trace_smul, smul_eq_mul,
      Matrix.transpose_mul, Matrix.transpose_transpose, ← Matrix.mul_assoc,
      Matrix.trace_mul_comm, Matrix.mul_assoc]

/-- The stress computed in a supercell `h M` equals the stress computed in the cell `h`. -/
theorem cellStress_supercell {E E' : Matrix n n ℝ → ℝ} {M : Matrix n n ℤ}
    {P P' h : Matrix n n ℝ} (hE : IsSupercellEnergy M E E') (hM : M.det ≠ 0) (hh : h.det ≠ 0)
    (hP : HasCellGradient E P h) (hP' : HasCellGradient E' P' (h * realMatrix M)) :
    cellStress P' (h * realMatrix M) = cellStress P h := by
  have hd : |(M.det : ℝ)| ≠ 0 := abs_ne_zero.mpr (Int.cast_ne_zero.mpr hM)
  have hu : IsUnit (realMatrix M).det := by
    rw [det_realMatrix]
    exact isUnit_iff_ne_zero.mpr (Int.cast_ne_zero.mpr hM)
  -- the supercell matrix cancels between the gradient and the cell
  have hcancel : P * ((realMatrix M)⁻¹)ᵀ * (h * realMatrix M)ᵀ = P * hᵀ := by
    rw [Matrix.transpose_mul, Matrix.mul_assoc, ← Matrix.mul_assoc ((realMatrix M)⁻¹)ᵀ,
      ← Matrix.transpose_mul, Matrix.mul_nonsing_inv _ hu, Matrix.transpose_one, Matrix.one_mul]
  rw [hP'.unique (hP.supercell hE hM hh), cellStress, cellStress, Matrix.smul_mul, hcancel,
    smul_smul, Matrix.det_mul, det_realMatrix, abs_mul, mul_inv, mul_assoc,
    inv_mul_cancel₀ hd, mul_one]

/-- Two cells `h₁` and `h₂` that share a common supercell `h₁ M₁ = h₂ M₂`, with a common
supercell energy, have the same stress. -/
theorem cellStress_eq_of_common_supercell {E₁ E₂ E' : Matrix n n ℝ → ℝ} {M₁ M₂ : Matrix n n ℤ}
    {P₁ P₂ h₁ h₂ : Matrix n n ℝ} (hE₁ : IsSupercellEnergy M₁ E₁ E')
    (hE₂ : IsSupercellEnergy M₂ E₂ E') (hM₁ : M₁.det ≠ 0) (hh₁ : h₁.det ≠ 0)
    (hcommon : h₁ * realMatrix M₁ = h₂ * realMatrix M₂)
    (hP₁ : HasCellGradient E₁ P₁ h₁) (hP₂ : HasCellGradient E₂ P₂ h₂) :
    cellStress P₁ h₁ = cellStress P₂ h₂ := by
  have hdet : h₂.det * (M₂.det : ℝ) ≠ 0 := by
    rw [← det_realMatrix M₂, ← Matrix.det_mul, ← hcommon, Matrix.det_mul, det_realMatrix]
    exact mul_ne_zero hh₁ (Int.cast_ne_zero.mpr hM₁)
  have hM₂ : M₂.det ≠ 0 := Int.cast_ne_zero.mp (right_ne_zero_of_mul hdet)
  have hG := hP₁.supercell hE₁ hM₁ hh₁
  rw [← cellStress_supercell hE₁ hM₁ hh₁ hP₁ hG]
  rw [hcommon] at hG ⊢
  exact cellStress_supercell hE₂ hM₂ (left_ne_zero_of_mul hdet) hP₂ hG

/-- If one and the same function `E` gives the energy of a cell and of all its supercells, then at
every nonsingular cell where `E` is continuous it is the cell volume times a constant. -/
theorem energy_eq_volume_of_single_function {E : Matrix n n ℝ → ℝ}
    (hE : ∀ M : Matrix n n ℤ, M.det ≠ 0 → IsSupercellEnergy M E E)
    {h : Matrix n n ℝ} (hh : h.det ≠ 0) (hcont : ContinuousAt E h) :
    E h = |h.det| * E 1 := by
  -- a rational cell and the unit cell have a common supercell
  have rational : ∀ (k : ℕ) (N : Matrix n n ℤ), (((k : ℝ) + 1)⁻¹ • realMatrix N).det ≠ 0 →
      E (((k : ℝ) + 1)⁻¹ • realMatrix N) = |(((k : ℝ) + 1)⁻¹ • realMatrix N).det| * E 1 := by
    intro k N hQ
    have hk : (k : ℝ) + 1 ≠ 0 := by positivity
    obtain ⟨D, hD⟩ : ∃ D : Matrix n n ℤ, realMatrix D = ((k : ℝ) + 1) • 1 := by
      refine ⟨Matrix.diagonal fun _ => (k : ℤ) + 1, ?_⟩
      ext i j
      by_cases hij : i = j <;> simp [realMatrix, hij]
    have hDr : (D.det : ℝ) ≠ 0 := by
      rw [← det_realMatrix, hD, Matrix.det_smul, Matrix.det_one, mul_one]
      exact pow_ne_zero _ hk
    have hQD : (((k : ℝ) + 1)⁻¹ • realMatrix N) * realMatrix D = realMatrix N := by
      rw [hD, Matrix.mul_smul, Matrix.mul_one, smul_smul, mul_inv_cancel₀ hk, one_smul]
    have hN : (N.det : ℝ) = (((k : ℝ) + 1)⁻¹ • realMatrix N).det * (D.det : ℝ) := by
      rw [← det_realMatrix D, ← Matrix.det_mul, hQD, det_realMatrix]
    have hN0 : N.det ≠ 0 := Int.cast_ne_zero.mp (by rw [hN]; exact mul_ne_zero hQ hDr)
    have h1 := hE D (Int.cast_ne_zero.mp hDr) _ hQ
    have h2 := hE N hN0 1 (by simp)
    rw [hQD] at h1
    rw [Matrix.one_mul, h1, hN, abs_mul] at h2
    exact mul_left_cancel₀ (abs_ne_zero.mpr hDr) (by linear_combination h2)
  -- rational cells approximate `h`
  have hfloor : ∀ x : ℝ,
      Tendsto (fun k : ℕ => ((k : ℝ) + 1)⁻¹ * (⌊((k : ℝ) + 1) * x⌋ : ℝ)) atTop (𝓝 x) := by
    intro x
    have hl : Tendsto (fun k : ℕ => x - 1 / ((k : ℝ) + 1)) atTop (𝓝 x) := by
      simpa using (tendsto_one_div_add_atTop_nhds_zero_nat (𝕜 := ℝ)).const_sub x
    refine tendsto_of_tendsto_of_tendsto_of_le_of_le hl tendsto_const_nhds ?_ ?_
    · intro k
      have hk : (0 : ℝ) < (k : ℝ) + 1 := by positivity
      have e : x - 1 / ((k : ℝ) + 1) = ((k : ℝ) + 1)⁻¹ * (((k : ℝ) + 1) * x - 1) := by
        field_simp
      change x - 1 / ((k : ℝ) + 1) ≤ _
      rw [e]
      exact mul_le_mul_of_nonneg_left (Int.sub_one_lt_floor _).le (inv_pos.mpr hk).le
    · intro k
      have hk : (0 : ℝ) < (k : ℝ) + 1 := by positivity
      calc ((k : ℝ) + 1)⁻¹ * (⌊((k : ℝ) + 1) * x⌋ : ℝ)
          ≤ ((k : ℝ) + 1)⁻¹ * (((k : ℝ) + 1) * x) :=
            mul_le_mul_of_nonneg_left (Int.floor_le _) (inv_pos.mpr hk).le
        _ = x := inv_mul_cancel_left₀ hk.ne' x
  have hQ : Tendsto (fun k : ℕ => ((k : ℝ) + 1)⁻¹ •
      realMatrix (Matrix.of fun i j => ⌊((k : ℝ) + 1) * h i j⌋)) atTop (𝓝 h) :=
    tendsto_pi_nhds.mpr fun i => tendsto_pi_nhds.mpr fun j => hfloor (h i j)
  have hdet := ((Continuous.matrix_det continuous_id).tendsto h).comp hQ
  have hev := hdet.eventually (isOpen_ne.mem_nhds hh)
  exact tendsto_nhds_unique (hcont.tendsto.comp hQ)
    ((hdet.abs.mul_const (E 1)).congr' (hev.mono fun k hk => (rational k _ hk).symm))

/-- Energy per cell of a planar lattice with one spring of zero natural length along each of the two
cell vectors, the energy of a spring being its squared length. -/
def springEnergy (h : Matrix (Fin 2) (Fin 2) ℝ) : ℝ :=
  h 0 0 ^ 2 + h 1 0 ^ 2 + h 0 1 ^ 2 + h 1 1 ^ 2

/-- Energy of the same spring lattice in a cell doubled along the first cell vector. -/
def doubledSpringEnergy (H : Matrix (Fin 2) (Fin 2) ℝ) : ℝ :=
  2 * ((H 0 0 / 2) ^ 2 + (H 1 0 / 2) ^ 2 + H 0 1 ^ 2 + H 1 1 ^ 2)

/-- The spring lattice and its doubled cell obey the supercell scaling law, and the spring
energy has gradient `2 h` at every cell `h`. -/
theorem springEnergy_witness :
    (!![2, 0; 0, 1] : Matrix (Fin 2) (Fin 2) ℤ).det ≠ 0 ∧
    IsSupercellEnergy !![2, 0; 0, 1] springEnergy doubledSpringEnergy ∧
    ∀ h, HasCellGradient springEnergy ((2 : ℝ) • h) h := by
  refine ⟨by simp [Matrix.det_fin_two], ?_, ?_⟩
  · intro h _
    simp [springEnergy, doubledSpringEnergy, realMatrix, Matrix.det_fin_two, Matrix.mul_apply,
      Fin.sum_univ_succ]
  · intro h A
    have key : ∀ a b : ℝ, HasDerivAt (fun t : ℝ => (a + t * b) ^ 2) (2 * a * b) 0 := by
      intro a b
      have h1 : HasDerivAt (fun t : ℝ => a + t * b) b 0 :=
        (((hasDerivAt_id' (0 : ℝ)).mul_const b).const_add a).congr_deriv (by ring)
      exact (h1.fun_pow 2).congr_deriv (by norm_num)
    have e : (fun t : ℝ => springEnergy (h + t • A)) = fun t : ℝ =>
        (h 0 0 + t * A 0 0) ^ 2 + (h 1 0 + t * A 1 0) ^ 2 + (h 0 1 + t * A 0 1) ^ 2
          + (h 1 1 + t * A 1 1) ^ 2 := by
      funext t
      simp [springEnergy]
    rw [e]
    refine ((((key _ _).fun_add (key _ _)).fun_add (key _ _)).fun_add (key _ _)).congr_deriv ?_
    rw [Matrix.trace_fin_two, Matrix.mul_apply, Matrix.mul_apply, Fin.sum_univ_two,
      Fin.sum_univ_two]
    simp only [Matrix.transpose_apply, Matrix.smul_apply, smul_eq_mul]
    ring

end SupercellStress
```

```lean
#print axioms SupercellStress.hasDerivAt_strain
#print axioms SupercellStress.cellStress_eq_of_common_supercell
#print axioms SupercellStress.energy_eq_volume_of_single_function
```

```
'SupercellStress.hasDerivAt_strain' depends on axioms: [propext, Classical.choice, Quot.sound]
'SupercellStress.cellStress_eq_of_common_supercell' depends on axioms: [propext, Classical.choice, Quot.sound]
'SupercellStress.energy_eq_volume_of_single_function' depends on axioms: [propext, Classical.choice, Quot.sound]
```

## Cells, energies and stress as matrices

The columns of a real \(n\times n\) matrix \(h\) are the cell vectors, and \(|\det h|\) is the cell volume. A supercell has the matrix \(hM\), where \(M\) is an integer matrix with \(\det M\neq 0\); its columns are integer combinations of the old cell vectors, and it holds \(|\det M|\) copies of the cell. In Lean, `realMatrix M` is \(M\) with real entries.

Two energy functions appear. \(E(h)\) is the energy of the cell, and \(E'(H)\) is the energy of the replicated contents in a cell \(H\) (the prime is not a derivative). In both, the atoms are either held at fixed fractional coordinates or relaxed for each cell, so that the energy is a function of the cell vectors alone. `IsSupercellEnergy M E E'` links them for one given \(M\):

\[
E'(hM)=|\det M|\,E(h)\qquad\text{for all } h \text{ with } \det h\neq 0 .
\]

This condition is assumed. It stands for the extensivity of the energy: each copy of the cell contributes the same amount, also when the crystal is deformed. In periodic electronic-structure calculations it can be violated by inequivalent k-point sampling in the two cells, or by a supercell free to relax into a distortion that the small cell forbids.

`HasCellGradient E P h` says that for every matrix \(A\) the derivative of \(E(h+tA)\) at \(t=0\) is \(\operatorname{tr}(P^{\mathsf T}A)=\sum_{ij}P_{ij}A_{ij}\). This asks only for directional derivatives that depend linearly on \(A\), which for \(n\ge 2\) is weaker than full differentiability. The stress, `cellStress P h`, is

\[
\sigma=\frac{P\,h^{\mathsf T}}{|\det h|}.
\]

The theorem `hasDerivAt_strain` justifies the name. A homogeneous strain \(\varepsilon\) takes \(h\) to \((1+t\varepsilon)h=h+t\,\varepsilon h\), so the energy changes at the rate

\[
\operatorname{tr}(P^{\mathsf T}\varepsilon h)=\operatorname{tr}(hP^{\mathsf T}\varepsilon)=|\det h|\,\operatorname{tr}(\sigma^{\mathsf T}\varepsilon).
\]

With this sign, tension is positive. Rotational invariance of \(E\) is not assumed, and the symmetry of \(\sigma\) is not claimed.

## Why the supercell matrix cancels

Let \(P\) be the gradient of \(E\) at \(h\). To change the supercell by \(tA\), change the small cell by \(tAM^{-1}\), since \((h+tAM^{-1})M=hM+tA\). For small \(t\) the changed cell is still nonsingular, so the scaling law applies:

\[
E'(hM+tA)=|\det M|\,E(h+tAM^{-1}).
\]

Differentiating at \(t=0\) and using the cyclic property of the trace gives

\[
|\det M|\operatorname{tr}(P^{\mathsf T}AM^{-1})
=\operatorname{tr}\!\big((|\det M|\,P M^{-\mathsf T})^{\mathsf T}A\big).
\]

Hence \(E'\) has the gradient \(P'=|\det M|\,PM^{-\mathsf T}\) at \(hM\), and

\[
\frac{P'(hM)^{\mathsf T}}{|\det(hM)|}
=\frac{|\det M|\,P M^{-\mathsf T}M^{\mathsf T}h^{\mathsf T}}{|\det h|\,|\det M|}
=\frac{P h^{\mathsf T}}{|\det h|}.
\]

`HasCellGradient.supercell` is the first half of this argument. There `hev` supplies the nonsingular neighbourhood, `congr_of_eventuallyEq` replaces one function by the other within it, and `trace_mul_comm` is the cyclic step. `cellStress_supercell` is the second half, with `hcancel` removing \(M^{-\mathsf T}M^{\mathsf T}\). It accepts any gradient \(P'\) of \(E'\) at \(hM\), because `HasCellGradient.unique` shows that there is only one: varying the single entry \(ij\) of the cell reads off \(P_{ij}\).

`cellStress_eq_of_common_supercell` compares two cells with \(h_1M_1=h_2M_2\) and one common supercell energy. Each stress equals that of the supercell, so they equal each other. This covers two choices of primitive cell for one lattice, where \(h_2=h_1U\) with \(U\) an integer matrix of determinant \(\pm1\): take \(M_1=U\) and \(M_2=1\).

## Why the supercell needs its own energy function

Suppose a single function \(E\) obeyed \(E(hM)=|\det M|E(h)\) for all nonsingular integer \(M\). Take a nonsingular rational cell \(Q=N/q\), with \(N\) an integer matrix and \(q\) a positive integer. The matrix \(N\) is a supercell both of \(Q\), through \(q\cdot 1\), and of the unit cell, through \(N\) itself. Therefore

\[
q^n E(Q)=E(N)=|\det N|\,E(1),\qquad\text{so}\qquad E(Q)=|\det Q|\,E(1).
\]

Rounding the entries of \(qh\) down and dividing by \(q\) gives rational cells that tend to \(h\) as \(q\) grows. If \(E\) is continuous at \(h\), it follows that \(E(h)=|\det h|\,E(1)\). Such an energy depends on volume alone and cannot describe resistance to shear. This is `energy_eq_volume_of_single_function`; its steps `rational` and `hfloor` are the two halves of the argument, and uniqueness of limits joins them.

## A spring lattice, a chain and a failed scaling law

`springEnergy_witness` shows that the scaling law admits an energy that depends on more than volume. Take a planar lattice with one spring of zero natural length along each cell vector, and let the energy of a spring be its squared length. The energy per cell is then the sum of the squared entries of \(h\), with gradient \(2h\). The cell doubled along the first vector obeys the law. At \(h=1\) the stress is \(2\cdot 1\). In the doubled cell \(\operatorname{diag}(2,1)\) the gradient is \(\operatorname{diag}(2,4)\), and \(\operatorname{diag}(2,4)\operatorname{diag}(2,1)/2\) is again \(2\cdot 1\).

For \(n=1\) the cell is a length \(a>0\) and the stress is the tension \(dE/da\). With \(m>0\) copies, \(E'(L)=m\,E(L/m)\), and the factor \(m\) cancels against the \(1/m\) from the chain rule.

Without the scaling law the equality can fail. Let \(E(a)=a^2\) and \(E'(L)=L^2\), with \(m=2\). Then \(E'(2a)=4a^2\) instead of \(2a^2\), and the tension is \(2\) at \(a=1\) but \(4\) at \(L=2\).
